# Neutral binary carbonyls obeying the eighteen-electron rule: odd-electron metals need even nuclearity

A manganese atom brings seven valence electrons, and each carbonyl gives it two more. With five carbonyls the count is 7 + 2·5 = 17, and with six it is 19, so a single manganese atom never reaches 18. Two Mn(CO)₅ fragments joined by a bond do reach it, since the bond adds one electron to the count at each end:

7 + 2·5 + 1 = 18.

The pair has the composition Mn₂(CO)₁₀. A carbonyl bound to a single metal leaves the parity of that metal's count unchanged, while a metal–metal bond changes the parity at both ends.

## Parity from the total electron balance

Take n metals. Metal v has g(v) valence electrons, c(v) carbonyls and deg(v) bonds to other metals. The eighteen-electron rule, which stands for the filling of one s, three p and five d valence orbitals, reads

g(v) + 2c(v) + deg(v) = 18 at every v.

Let C be the total number of carbonyls and B the number of metal–metal bonds. Each bond is counted at two metals, so the degrees sum to 2B, and summing the rule over all metals gives

Σ g(v) + 2C + 2B = 18n.

Every term except the first is even, so Σ g(v) is even.

Conversely, let Σ g(v) be even, with every g(v) ≤ 18. The metals with odd g(v) are then even in number. Join them in pairs and leave the others unbonded. An odd metal has degree 1 and needs (17 − g(v))/2 carbonyls; an even metal has degree 0 and needs (18 − g(v))/2. Both are natural numbers, and the rule holds everywhere.

For equal metals the sum is ng, so a solution exists exactly when ng is even. If g is odd, n must be even. At n = 1 no bond is possible and g itself must be even, as for iron in Fe(CO)₅.

The construction gives separate monomers and dimers. If the cluster is connected, then B ≥ n − 1, and the balance yields

Σ g(v) + 2C = 18n − 2B ≤ 16n + 2.

If every metal with its carbonyls carries 17 electrons, the left side is 17n, so n ≤ 2. The balance also gives n = 2B, which excludes n = 1. Such a cluster is a dimer.

## Metals as vertices, bonds as edges

The finite type `V` is the set of metals.

```lean
import Mathlib

open scoped Classical

namespace MetalCarbonylNuclearity

variable {V : Type*} [Fintype V]
```

A `SimpleGraph V` records which metals are bonded. It allows at most one bond between two metals and none from a metal to itself. The functions `g` and `c` take natural-number values, and `G.degree v` is the number of bonds at `v`.

```lean
/-- The eighteen-electron rule: at each metal `v`, its `g v` valence electrons, two electrons from
each of its `c v` carbonyls and one from each metal-metal bond add up to 18. -/
def EighteenElectron (G : SimpleGraph V) (g c : V → ℕ) : Prop :=
  ∀ v, g v + 2 * c v + G.degree v = 18
```

Each carbonyl is assigned to one metal, and the cluster is neutral with no other ligands. Multiple bonds, carbonyls shared between metals and delocalised cluster bonding are not represented. Within this localised-bond model, the parity condition offers a quick check on a proposed composition before an electronic-structure calculation, but it carries no information about energy or geometry.

## The balance and the pairing

The first theorem is the summed rule. In its proof `h1` sums the equation over the metals, `h2` is the handshake lemma, and `omega` does the remaining integer arithmetic.

```lean
/-- Total electron balance: the valence electrons, two per carbonyl and two per metal-metal bond
add up to 18 per metal. -/
theorem electron_balance {G : SimpleGraph V} {g c : V → ℕ} (h : EighteenElectron G g c) :
    ∑ v, g v + 2 * ∑ v, c v + 2 * G.edgeFinset.card = 18 * Fintype.card V := by
  have h1 : ∑ v, (g v + 2 * c v + G.degree v) = ∑ _v : V, 18 :=
    Finset.sum_congr rfl fun v _ => h v
  -- each bond is counted once at either end
  have h2 : ∑ v, G.degree v = 2 * G.edgeFinset.card := by
    convert G.sum_degrees_eq_twice_card_edges
  rw [Finset.sum_add_distrib, Finset.sum_add_distrib, ← Finset.mul_sum, h2] at h1
  simp only [Finset.sum_const, Finset.card_univ, smul_eq_mul] at h1
  omega
```

The next theorem supplies the bonds for the converse: for any set `S` of even size, some graph has degree 1 on `S` and degree 0 elsewhere.

```lean
/-- Any even number of metals can be joined in pairs by single bonds, with all other metals
left unbonded. -/
theorem exists_pairing (S : Finset V) (hS : Even S.card) :
    ∃ G : SimpleGraph V, ∀ v, (v ∈ S → G.degree v = 1) ∧ (v ∉ S → G.degree v = 0) := by
  obtain ⟨k, hk⟩ := hS
  -- split the set into two halves and exchange them
  obtain ⟨p, inv, ne⟩ : ∃ p : S → S, (∀ x, p (p x) = x) ∧ ∀ x, p x ≠ x := by
    have e : S ≃ Fin k ⊕ Fin k := Fintype.equivOfCardEq (by simp [hk])
    refine ⟨fun x => e.symm (e x).swap, fun x => by simp, fun x h => ?_⟩
    have h' : (e x).swap = e x := e.symm_apply_eq.1 h
    cases hx : e x <;> simp [hx] at h'
  refine ⟨SimpleGraph.fromRel fun v w => ∃ h : v ∈ S, (p ⟨v, h⟩ : V) = w, fun v => ⟨?_, ?_⟩⟩
  · intro hv
    rw [← SimpleGraph.card_neighborFinset_eq_degree, Finset.card_eq_one]
    refine ⟨(p ⟨v, hv⟩ : V), ?_⟩
    ext w
    rw [SimpleGraph.mem_neighborFinset, SimpleGraph.fromRel_adj, Finset.mem_singleton]
    constructor
    · rintro ⟨_, ⟨_, h⟩ | ⟨hw, h⟩⟩
      · exact h.symm
      · have h3 : p ⟨w, hw⟩ = ⟨v, hv⟩ := Subtype.ext h
        rw [← h3, inv]
    · rintro rfl
      exact ⟨fun h => ne ⟨v, hv⟩ (Subtype.ext h.symm), Or.inl ⟨hv, rfl⟩⟩
  · intro hv
    rw [← SimpleGraph.card_neighborFinset_eq_degree, Finset.card_eq_zero,
      Finset.eq_empty_iff_forall_notMem]
    intro w hw
    rw [SimpleGraph.mem_neighborFinset, SimpleGraph.fromRel_adj] at hw
    rcases hw with ⟨_, ⟨h, _⟩ | ⟨h, h3⟩⟩
    · exact hv h
    · exact hv (h3 ▸ (p ⟨w, h⟩).2)
```

Since `S` has k + k elements, it can be matched with two copies of `Fin k`. Exchanging the copies defines a partner map `p` that undoes itself and fixes no metal.

The proof turns on `SimpleGraph.fromRel`, which makes a graph from any relation by joining v and w when they are distinct and the relation holds in at least one direction. Here the relation says that w is the partner of v. Symmetry and the absence of loops come with the construction, but the degree must still be computed. A neighbour w of v satisfies either p(v) = w or p(w) = v. In the second case, applying `p` again gives w = p(v), so both cases name the same metal. That metal differs from v because `p` has no fixed point, and the degree is exactly 1. A metal outside `S` occurs in neither case and has no neighbour.

## Existence and nuclearity

The existence theorem allows different kinds of metal, with the hypothesis `g v ≤ 18` at each.

```lean
/-- Metals with at most 18 valence electrons each, possibly of different kinds, admit bonds and
carbonyls obeying the eighteen-electron rule exactly when their valence electrons are even in
total; the bond graph may be disconnected. -/
theorem exists_eighteenElectron_iff (g : V → ℕ) (hg : ∀ v, g v ≤ 18) :
    (∃ (G : SimpleGraph V) (c : V → ℕ), EighteenElectron G g c) ↔ Even (∑ v, g v) := by
  constructor
  · rintro ⟨G, c, h⟩
    have hb := electron_balance h
    rw [Nat.even_iff]
    omega
  · intro h
    -- pair up the odd-electron metals, then fill the even deficit with carbonyls
    have h2 := (Finset.even_sum_iff_even_card_odd g).1 h
    obtain ⟨G, hG⟩ := exists_pairing _ h2
    refine ⟨G, fun v => (18 - g v) / 2, fun v => ?_⟩
    change g v + 2 * ((18 - g v) / 2) + G.degree v = 18
    have hv18 := hg v
    by_cases hv : Odd (g v)
    · have hd := (hG v).1 (by simp [hv])
      obtain ⟨k, hk⟩ := hv
      omega
    · have hd := (hG v).2 (by simpa using hv)
      obtain ⟨k, hk⟩ := Nat.not_odd_iff_even.1 hv
      omega
```

The forward direction reads parity from the balance. The reverse direction uses the fact that a sum of natural numbers is even exactly when its odd terms are even in number, and applies the pairing to those metals. The carbonyl number `(18 - g v) / 2` is rounded down, which gives the required value in both the odd and the even case.

For equal metals, `Fin n` labels the n atoms and the sum becomes `n * g`. The statement includes g = 0, g = 18 and the empty case n = 0.

```lean
/-- For `n` equal metals with `g ≤ 18` valence electrons each, bonds and carbonyls obeying the
eighteen-electron rule exist exactly when `n * g` is even. -/
theorem homonuclear_iff (n g : ℕ) (hg : g ≤ 18) :
    (∃ (G : SimpleGraph (Fin n)) (c : Fin n → ℕ), EighteenElectron G (fun _ => g) c) ↔
      Even (n * g) := by
  rw [exists_eighteenElectron_iff _ (fun _ => hg)]
  simp
```

The nuclearity statement follows from the balance alone: the product of n and g is even, and g is odd, so n is even.

```lean
/-- Equal metals with an odd number of valence electrons obey the eighteen-electron rule
only in even nuclearity. -/
theorem even_nuclearity_of_odd {G : SimpleGraph V} {g : ℕ} {c : V → ℕ} (hg : Odd g)
    (h : EighteenElectron G (fun _ => g) c) : Even (Fintype.card V) := by
  have hb := electron_balance h
  simp only [Finset.sum_const, Finset.card_univ, smul_eq_mul] at hb
  have he : Even (Fintype.card V * g) := by
    rw [Nat.even_iff]
    omega
  exact (Nat.even_mul.1 he).resolve_right (Nat.not_even_iff_odd.2 hg)
```

## Connected clusters and dimers

The hypothesis `G.Connected` restricts attention to a single cluster. The proof combines the balance with the lower bound of n − 1 on the number of bonds.

```lean
/-- In a connected cluster of `n` metals obeying the eighteen-electron rule, the metal valence
electrons and carbonyl electrons together number at most `16 n + 2`. -/
theorem connected_electron_bound {G : SimpleGraph V} {g c : V → ℕ}
    (h : EighteenElectron G g c) (hG : G.Connected) :
    ∑ v, g v + 2 * ∑ v, c v ≤ 16 * Fintype.card V + 2 := by
  have hb := electron_balance h
  -- a connected graph has at least n - 1 bonds
  have h1 := hG.card_vert_le_card_edgeSet_add_one
  have h2 : Nat.card G.edgeSet = G.edgeFinset.card := by
    rw [Nat.card_eq_fintype_card, SimpleGraph.edgeFinset_card]
  rw [h2, Nat.card_eq_fintype_card] at h1
  omega
```

For 17-electron fragments, `hs` evaluates the left side of that bound as 17n. Connectedness also guarantees at least one metal, and `omega` then finds n = 2.

```lean
/-- A connected cluster obeying the eighteen-electron rule, in which every metal with its
carbonyls is a 17-electron fragment, has exactly two metals. -/
theorem seventeen_electron_dimer {G : SimpleGraph V} {g c : V → ℕ}
    (h : EighteenElectron G g c) (hG : G.Connected) (h17 : ∀ v, g v + 2 * c v = 17) :
    Fintype.card V = 2 := by
  have hb := electron_balance h
  have hc := connected_electron_bound h hG
  have hs : ∑ v, g v + 2 * ∑ v, c v = 17 * Fintype.card V := by
    rw [Finset.mul_sum, ← Finset.sum_add_distrib, Finset.sum_congr rfl (fun v _ => h17 v)]
    simp [mul_comm]
  have hpos : 0 < Fintype.card V := Fintype.card_pos_iff.2 hG.nonempty
  omega
```

## Pair, triangle and tetrahedron

When all metals are bonded to each other, written `⊤` in Lean, every degree is n − 1 and the rule becomes

g(v) + 2c(v) + n = 19.

The proof identifies the neighbours of v as all metals except v and counts them.

```lean
/-- If all metals are bonded to each other, the eighteen-electron rule holds once valence
electrons, carbonyl electrons and the number of metals add up to 19 at each metal. -/
theorem eighteenElectron_complete (g c : V → ℕ)
    (h : ∀ v, g v + 2 * c v + Fintype.card V = 19) :
    EighteenElectron (⊤ : SimpleGraph V) g c := by
  intro v
  have hn : ∀ G : SimpleGraph V, G = ⊤ → G.neighborFinset v = Finset.univ.erase v := by
    intro G hG
    ext w
    rw [SimpleGraph.mem_neighborFinset, hG, SimpleGraph.top_adj, Finset.mem_erase]
    exact ⟨fun hw => ⟨hw.symm, Finset.mem_univ w⟩, fun hw => hw.1.symm⟩
  have hpos : 0 < Fintype.card V := Fintype.card_pos_iff.2 ⟨v⟩
  have hv := h v
  rw [← SimpleGraph.card_neighborFinset_eq_degree, hn ⊤ rfl,
    Finset.card_erase_of_mem (Finset.mem_univ v), Finset.card_univ]
  omega
```

Three numerical cases follow, with 7 + 10 + 1, 8 + 8 + 2 and 9 + 6 + 3 electrons at each metal. They are connected examples with two, three and four metals.

```lean
/-- The eighteen-electron rule holds for the bonded pair, triangle and tetrahedron with the
electron and carbonyl counts of Mn₂(CO)₁₀, Os₃(CO)₁₂ and Ir₄(CO)₁₂. -/
theorem eighteenElectron_witness :
    EighteenElectron (⊤ : SimpleGraph (Fin 2)) (fun _ => 7) (fun _ => 5) ∧
    EighteenElectron (⊤ : SimpleGraph (Fin 3)) (fun _ => 8) (fun _ => 4) ∧
    EighteenElectron (⊤ : SimpleGraph (Fin 4)) (fun _ => 9) (fun _ => 3) :=
  ⟨eighteenElectron_complete _ _ fun _ => by simp,
    eighteenElectron_complete _ _ fun _ => by simp,
    eighteenElectron_complete _ _ fun _ => by simp⟩

end MetalCarbonylNuclearity
```

```lean
#print axioms MetalCarbonylNuclearity.homonuclear_iff
-- 'MetalCarbonylNuclearity.homonuclear_iff' depends on axioms: [propext, Classical.choice, Quot.sound]
#print axioms MetalCarbonylNuclearity.even_nuclearity_of_odd
-- 'MetalCarbonylNuclearity.even_nuclearity_of_odd' depends on axioms: [propext, Classical.choice, Quot.sound]
#print axioms MetalCarbonylNuclearity.seventeen_electron_dimer
-- 'MetalCarbonylNuclearity.seventeen_electron_dimer' depends on axioms: [propext, Classical.choice, Quot.sound]
```
